# The partial derivatives of the tensor kernel (a δ_ij + b n_i n_j)/r away from the origin

The kernel (a δ_ij + b n_i n_j)/r, with n = x/r, depends on a vector x in three-dimensional space through its length r and its direction n. The theorem `kernel_partial` states that, for any real constants a and b and any x ≠ 0, the derivative of the entry ij with respect to x_k is −a δ_ij x_k/r³ + b(δ_ik x_j + δ_jk x_i)/r³ − 3b x_i x_j x_k/r⁵. This is a pointwise derivative of a real function, and nothing is said about the origin. The proof first differentiates the coordinates and the distance r as x_k alone varies, then combines them by the product and quotient rules and compares the result with the stated formula by algebra.

Lean 4 with Mathlib refuses this proof:

```lean
import Mathlib

open Finset

namespace KernelPartial

noncomputable section

/-- The Kronecker delta on the three Cartesian directions. -/
def delta (i j : Fin 3) : ℝ := if i = j then 1 else 0

/-- The Euclidean length `r` of a vector in three-dimensional space. -/
def radius (x : Fin 3 → ℝ) : ℝ := √(∑ i, x i ^ 2)

/-- The kernel `(a δ_ij + b n_i n_j) / r` with `n = x / r`, meant for `x ≠ 0`. -/
def kernel (a b : ℝ) (x : Fin 3 → ℝ) (i j : Fin 3) : ℝ :=
  (a * delta i j + b * (x i / radius x) * (x j / radius x)) / radius x

/-- Away from the origin the distance `r` is positive. -/
theorem radius_pos {x : Fin 3 → ℝ} (hx : x ≠ 0) : 0 < radius x := by
  obtain ⟨k, hk⟩ := Function.ne_iff.mp hx
  have hk' : x k ≠ 0 := hk
  exact Real.sqrt_pos.mpr
    (Finset.sum_pos' (fun i _ => sq_nonneg (x i)) ⟨k, Finset.mem_univ k, by positivity⟩)

/-- The partial derivative `∂_k` of each entry of the kernel, at a point other than the
origin. -/
theorem kernel_partial (a b : ℝ) {x : Fin 3 → ℝ} (hx : x ≠ 0) (k i j : Fin 3) :
    HasDerivAt (fun t => kernel a b (Function.update x k t) i j)
      (-a * delta i j * x k / radius x ^ 3
        + b * (delta i k * x j + delta j k * x i) / radius x ^ 3
        - 3 * b * x i * x j * x k / radius x ^ 5) (x k) := by
  have hr : radius x ≠ 0 := (radius_pos hx).ne'
  -- derivative of a coordinate
  have hc : ∀ l, HasDerivAt (fun t => Function.update x k t l) (delta l k) (x k) := by
    intro l
    by_cases h : l = k
    · subst h
      simpa [delta] using hasDerivAt_id (x l)
    · simpa [delta, h] using hasDerivAt_const (x k) (x l)
  -- derivative of the distance: `∂_k r = x_k / r`
  have hR : HasDerivAt (fun t => radius (Function.update x k t)) (x k / radius x) (x k) := by
    have hs : ∑ l, Function.update x k (x k) l ^ 2 ≠ 0 := by
      rw [Function.update_eq_self]
      exact (Real.sqrt_pos.mp (radius_pos hx)).ne'
    have h := (HasDerivAt.fun_sum (u := Finset.univ)
      (fun l _ => (hc l).fun_pow 2)).sqrt hs
    refine h.congr_deriv ?_
    simp [radius, delta, mul_div_mul_left]
  have hne : radius (Function.update x k (x k)) ≠ 0 := by
    rwa [Function.update_eq_self]
  -- product and quotient rules
  have h := (((((hc i).fun_div hR hne).const_mul b).fun_mul
    ((hc j).fun_div hR hne)).const_add (a * delta i j)).fun_div hR hne
  refine h.congr_deriv ?_
  simp only [Function.update_eq_self]
  field_simp
  ring

end

end KernelPartial
```

Lean reports:

```
Main.lean:39:6: error: Type mismatch: After simplification, term
  hasDerivAt_id (x l)
 has type
  @HasDerivAt ℝ DenselyNormedField.toNontriviallyNormedField ℝ
    DenselyNormedField.toNontriviallyNormedField.toDivisionRing.toAddCommGroup Semiring.toModule
    PseudoMetricSpace.toUniformSpace.toTopologicalSpace ⋯ id 1 (x l)
but is expected to have type
  @HasDerivAt ℝ DenselyNormedField.toNontriviallyNormedField ℝ Real.instAddCommGroup Semiring.toModule
    PseudoMetricSpace.toUniformSpace.toTopologicalSpace ⋯ (fun t => t) 1 (x l)
```

The error is in the derivative of a coordinate, in the case where the coordinate is the one being varied. The function there is t ↦ t, with derivative 1, and `hasDerivAt_id` is the right lemma. After simplification, however, the lemma speaks of `id` and the goal of `fun t => t`, and the additive group structure on ℝ is also written differently on the two sides: one comes from the field structure, the other is `Real.instAddCommGroup`. These are equal by definition, but the comparison that ends `simpa` does not unfold enough to see it.

The repair does the simplification by hand. `h1` gives the delta the value 1, and `e` shows that the updated coordinate, as a function of t, is `id`. Rewriting with both puts the goal in the lemma's form, except for the group structure. `exact` then accepts the lemma, because it may unfold definitions further when it compares the two types.

As a diff, the version that Lean accepts:

```diff
@@ -37,5 +37,10 @@
     by_cases h : l = k
     · subst h
-      simpa [delta] using hasDerivAt_id (x l)
+      have h1 : delta l l = 1 := if_pos rfl
+      have e : (fun t => Function.update x l t l) = id := by
+        funext t
+        simp
+      rw [h1, e]
+      exact hasDerivAt_id (x l)
     · simpa [delta, h] using hasDerivAt_const (x k) (x l)
   -- derivative of the distance: `∂_k r = x_k / r`
```
